# Six Bond-Angle Cosines of Four Bonds Obey a Polynomial Relation, and Equal Nonzero Angles Are Tetrahedral

A carbon atom with four neighbours has six bond angles, one for each pair of bonds. Each bond direction takes two parameters, eight in all, and three of these only describe how the centre as a whole is oriented in space. Five parameters are left to fix six angles, so the angles should not be independent. What relation do they satisfy, and what does it say when all six angles are equal?

Let \(u_0,u_1,u_2,u_3\) be the unit vectors along the bonds and \(c_{ij}=u_i\cdot u_j\) the cosine of the angle between bonds \(i\) and \(j\). The \(4\times4\) matrix of these cosines has determinant zero. If all six cosines equal one number \(c\neq1\), then \(c=-1/3\), which corresponds to an angle of about \(109.47^\circ\). The condition \(c\neq1\) excludes the case in which all four bonds point the same way.

For a geometry optimisation or a vibrational analysis in internal coordinates, this means that the six angles at an idealised four-coordinate centre, described by bond directions alone, form a dependent set.

## From a linear relation to a vanishing determinant

Take \(m\) vectors \(u_0,\dots,u_{m-1}\) in \(\mathbb R^d\) with \(m>d\), of any lengths, and let \(G_{ij}=u_i\cdot u_j\). There are more vectors than dimensions, so there are coefficients \(g_k\), not all zero, with \(\sum_k g_k u_k=0\). Then

\[
(Gg)_j=\sum_k (u_j\cdot u_k)\,g_k=u_j\cdot\sum_k g_k u_k=0
\]

for every \(j\). The matrix \(G\) has a nonzero null vector, hence \(\det G=0\).

For four unit vectors in \(\mathbb R^3\) the diagonal entries are 1, and the determinant can be written as a sum over permutations of the four indices. The identity contributes 1. The six transpositions contribute \(-c_{ij}^2\) each. The eight 3-cycles come in inverse pairs, one pair for each triple of bonds, with a plus sign. The three double transpositions give products of two squares, and the six 4-cycles come in three inverse pairs with a minus sign. Altogether,

\[
\begin{aligned}
0={}&1-(c_{01}^2+c_{02}^2+c_{03}^2+c_{12}^2+c_{13}^2+c_{23}^2)\\
&+2(c_{01}c_{02}c_{12}+c_{01}c_{03}c_{13}+c_{02}c_{03}c_{23}+c_{12}c_{13}c_{23})\\
&+c_{01}^2c_{23}^2+c_{02}^2c_{13}^2+c_{03}^2c_{12}^2\\
&-2(c_{01}c_{02}c_{13}c_{23}+c_{01}c_{03}c_{12}c_{23}+c_{02}c_{03}c_{12}c_{13}).
\end{aligned}
\]

## Equal cosines and threefold centres

Now let \(d+1\) unit vectors \(u_0,\dots,u_d\) in \(\mathbb R^d\) have all pairwise cosines equal to \(c\neq1\). Their matrix has 1 on the diagonal and \(c\) elsewhere, and by the argument above it has a null vector \(v\neq0\). With \(S=\sum_j v_j\), row \(i\) of the equation \(Gv=0\) reads

\[
cS+(1-c)v_i=0 .
\]

If \(S\) were zero, every \(v_i\) would vanish because \(1-c\neq0\), so \(S\neq0\). Adding the \(d+1\) rows gives

\[
(d+1)cS+(1-c)S=(1+dc)S=0,
\]

and therefore \(dc=-1\). For \(d=3\) this is \(c=-1/3\).

The bond vectors then add up to zero. For each \(i\),

\[
u_i\cdot\sum_j u_j=1+dc=0,
\]

and adding these equations over \(i\) shows that the sum has squared length zero.

A centre with one axial bond and three equivalent ones, such as the carbon in a methyl halide, has \(c_{01}=c_{02}=c_{03}=a\) and \(c_{12}=c_{13}=c_{23}=b\). The polynomial becomes

\[
1-3a^2-3b^2+6a^2b+2b^3-3a^2b^2=(1-b)^2(1+2b-3a^2).
\]

If the three equivalent bonds do not coincide, then \(b\neq1\) and \(1+2b=3a^2\). One of the two kinds of angle thus restricts the other.

## Bond vectors and their cosines in Lean

The file imports Mathlib and opens a namespace.

```lean
import Mathlib

open Matrix

namespace BondAngleRedundancy

noncomputable section
```

A family of bond vectors is a function `u : Fin m → Fin d → ℝ`, where `u i` is the bond vector with number `i`, counted from 0, and `u i k` is its Cartesian component `k`. The symbol `⬝ᵥ` is the ordinary dot product. The entries of `bondGram u` are cosines only when the vectors have unit length, a condition that the theorems state as `u i ⬝ᵥ u i = 1` where they need it.

```lean
/-- The matrix of inner products of `m` bond vectors in `d`-dimensional space. -/
def bondGram {m d : ℕ} (u : Fin m → Fin d → ℝ) : Matrix (Fin m) (Fin m) ℝ :=
  Matrix.of fun i j => u i ⬝ᵥ u j
```

The right-hand side of the explicit relation gets a name of its own, with the six cosines as arguments.

```lean
/-- The determinant of the matrix of cosines of four bonds, written out as a polynomial in the
six cosines `cij` between bonds `i` and `j`. -/
def cosinePolynomial (c01 c02 c03 c12 c13 c23 : ℝ) : ℝ :=
  1 - (c01 ^ 2 + c02 ^ 2 + c03 ^ 2 + c12 ^ 2 + c13 ^ 2 + c23 ^ 2)
    + 2 * (c01 * c02 * c12 + c01 * c03 * c13 + c02 * c03 * c23 + c12 * c13 * c23)
    + c01 ^ 2 * c23 ^ 2 + c02 ^ 2 * c13 ^ 2 + c03 ^ 2 * c12 ^ 2
    - 2 * (c01 * c02 * c13 * c23 + c01 * c03 * c12 * c23 + c02 * c03 * c12 * c13)
```

## More vectors than dimensions

The first theorem assumes only `d < m`; unit length plays no part. If the vectors were linearly independent, their number could not exceed the dimension of the space, and `omega` turns this into a contradiction with `d < m`. The failure of independence supplies the coefficients `g` and an index `i` at which `g` is nonzero. The lemma `Matrix.exists_mulVec_eq_zero_iff` says that a determinant vanishes exactly when there is a nonzero null vector, and `hj` is the displayed computation of \((Gg)_j\).

```lean
/-- The matrix of inner products of more than `d` bond vectors in `d`-dimensional space has
determinant zero. -/
theorem det_bondGram_eq_zero {m d : ℕ} (hmd : d < m) (u : Fin m → Fin d → ℝ) :
    (bondGram u).det = 0 := by
  -- too many vectors: there is a nontrivial linear relation
  have hdep : ¬ LinearIndependent ℝ u := by
    intro hl
    have hcard := hl.fintype_card_le_finrank
    simp at hcard
    omega
  obtain ⟨g, hg, i, hi⟩ := Fintype.not_linearIndependent_iff.mp hdep
  -- its coefficients form a null vector of the Gram matrix
  apply Matrix.exists_mulVec_eq_zero_iff.mp
  refine ⟨g, fun h0 => hi (by simp [h0]), ?_⟩
  ext j
  have hj : (bondGram u *ᵥ g) j = u j ⬝ᵥ ∑ k, g k • u k := by
    change ∑ k, (u j ⬝ᵥ u k) * g k = _
    rw [dotProduct_sum]
    refine Finset.sum_congr rfl fun k _ => ?_
    rw [dotProduct_smul, smul_eq_mul, mul_comm]
  rw [hj, hg]
  simp
```

With only \(d\) vectors the determinant need not vanish. The Cartesian unit vectors, written `Pi.single i 1`, have the identity matrix as their matrix of inner products.

```lean
/-- The `d` Cartesian unit vectors of `d`-dimensional space have a matrix of inner products with
determinant one. -/
theorem det_bondGram_cartesian (d : ℕ) :
    (bondGram (fun i : Fin d => (Pi.single i 1 : Fin d → ℝ))).det = 1 := by
  have h : bondGram (fun i : Fin d => (Pi.single i 1 : Fin d → ℝ)) = 1 := by
    ext i j
    by_cases hij : i = j
    · subst hij
      simp [bondGram]
    · simp [bondGram, Pi.single_apply, hij, Ne.symm hij]
  rw [h, Matrix.det_one]
```

## The relation among six cosines

For `Fin 4 → Fin 3 → ℝ` and unit vectors, the next theorem states that `cosinePolynomial` vanishes at the six cosines. It is a necessary condition: the theorem does not say that any six numbers satisfying it occur as the cosines of four bonds.

The proof expands the determinant along the first row into \(3\times3\) minors, where the derivation by hand summed over permutations. The `dotProduct_comm` terms write each cosine with the smaller index first, so that \(u_1\cdot u_0\) and \(u_0\cdot u_1\) become the same quantity. `linear_combination hdet` then confirms that the expanded determinant and the named polynomial agree.

```lean
/-- The six cosines between four unit bond vectors in three-dimensional space satisfy one
explicit polynomial relation. -/
theorem six_cosine_redundancy (u : Fin 4 → Fin 3 → ℝ) (hu : ∀ i, u i ⬝ᵥ u i = 1) :
    cosinePolynomial (u 0 ⬝ᵥ u 1) (u 0 ⬝ᵥ u 2) (u 0 ⬝ᵥ u 3)
      (u 1 ⬝ᵥ u 2) (u 1 ⬝ᵥ u 3) (u 2 ⬝ᵥ u 3) = 0 := by
  have hdet := det_bondGram_eq_zero (by norm_num) u
  -- expand the determinant along the first row
  rw [Matrix.det_succ_row_zero] at hdet
  simp only [Fin.sum_univ_four, Matrix.det_fin_three, Matrix.submatrix_apply] at hdet
  simp [bondGram, Fin.succAbove, hu, dotProduct_comm (u 1) (u 0), dotProduct_comm (u 2) (u 0),
    dotProduct_comm (u 3) (u 0), dotProduct_comm (u 2) (u 1), dotProduct_comm (u 3) (u 1),
    dotProduct_comm (u 3) (u 2)] at hdet
  unfold cosinePolynomial
  linear_combination hdet
```

## One common cosine in d dimensions

The hypothesis `hc` says that any two different bonds have cosine `c`. It is an assumption about the geometry; no energy is minimised to obtain it. Four identical ligands do not guarantee it: in a square planar centre, neighbouring bonds have cosine 0 and opposite bonds have cosine \(-1\). The conclusion is stated as `(d : ℝ) * c = -1`, without a division. For \(d=0\) the hypotheses already fail, since a space of dimension zero has no unit vector. For \(d=1\) the theorem says that two bonds on a line that do not coincide are opposite.

The steps follow the derivation closely. `hG` writes each entry of the matrix as \(c\) plus a diagonal term \(1-c\), `hrow` is the row equation, `hS` shows \(S\neq0\), and `hsum` adds the rows. The factorised equation `hprod` then leaves \(dc+1=0\).

```lean
/-- If `d + 1` unit bond vectors in `d`-dimensional space have all pairwise cosines equal to
`c ≠ 1`, then `d * c = -1`. -/
theorem equal_cosine {d : ℕ} (u : Fin (d + 1) → Fin d → ℝ) (c : ℝ)
    (hu : ∀ i, u i ⬝ᵥ u i = 1) (hc : ∀ i j, i ≠ j → u i ⬝ᵥ u j = c) (h1 : c ≠ 1) :
    (d : ℝ) * c = -1 := by
  obtain ⟨v, hv, hGv⟩ :=
    Matrix.exists_mulVec_eq_zero_iff.mpr (det_bondGram_eq_zero (Nat.lt_succ_self d) u)
  have hG : ∀ i j, u i ⬝ᵥ u j = c + if i = j then 1 - c else 0 := by
    intro i j
    by_cases hij : i = j
    · subst hij
      simp [hu]
    · simp [hij, hc i j hij]
  -- each row of the null-vector equation
  have hrow : ∀ i, c * (∑ j, v j) + (1 - c) * v i = 0 := by
    intro i
    have hi : ∑ j, (u i ⬝ᵥ u j) * v j = 0 := congrFun hGv i
    simp only [hG, add_mul, Finset.sum_add_distrib, ite_mul, zero_mul, Finset.sum_ite_eq,
      Finset.mem_univ, if_true, ← Finset.mul_sum] at hi
    exact hi
  have hc' : 1 - c ≠ 0 := sub_ne_zero.mpr (Ne.symm h1)
  have hS : (∑ j, v j) ≠ 0 := by
    intro h0
    apply hv
    ext i
    have hi := hrow i
    rw [h0, mul_zero, zero_add] at hi
    exact (mul_eq_zero.mp hi).resolve_left hc'
  -- the sum of all rows
  have hsum : ∑ i, (c * (∑ j, v j) + (1 - c) * v i) = 0 :=
    Finset.sum_eq_zero fun i _ => hrow i
  rw [Finset.sum_add_distrib, ← Finset.mul_sum Finset.univ v (1 - c), Finset.sum_const,
    Finset.card_univ,
    Fintype.card_fin, nsmul_eq_mul] at hsum
  push_cast at hsum
  have hprod : (∑ j, v j) * ((d : ℝ) * c + 1) = 0 := by linear_combination hsum
  have := (mul_eq_zero.mp hprod).resolve_left hS
  linarith
```

Under the same hypotheses the bond vectors cancel. In `horth` each bond is shown to be orthogonal to the total, using the value of \(dc\) just found. The lemma `dotProduct_self_eq_zero` reduces the claim to the squared length of the sum, which is a sum of these zeros.

```lean
/-- If `d + 1` unit bond vectors in `d`-dimensional space have all pairwise cosines equal to
`c ≠ 1`, then the bond vectors add up to zero. -/
theorem equal_cosine_sum_eq_zero {d : ℕ} (u : Fin (d + 1) → Fin d → ℝ) (c : ℝ)
    (hu : ∀ i, u i ⬝ᵥ u i = 1) (hc : ∀ i j, i ≠ j → u i ⬝ᵥ u j = c) (h1 : c ≠ 1) :
    ∑ i, u i = 0 := by
  have hdc := equal_cosine u c hu hc h1
  -- every bond vector is orthogonal to the sum
  have horth : ∀ i, u i ⬝ᵥ ∑ j, u j = 0 := by
    intro i
    have hG : ∀ j, u i ⬝ᵥ u j = c + if i = j then 1 - c else 0 := by
      intro j
      by_cases hij : i = j
      · subst hij
        simp [hu]
      · simp [hij, hc i j hij]
    rw [dotProduct_sum]
    simp only [hG, Finset.sum_add_distrib, Finset.sum_ite_eq, Finset.mem_univ, if_true,
      Finset.sum_const, Finset.card_univ, Fintype.card_fin, nsmul_eq_mul]
    push_cast
    linear_combination hdc
  apply dotProduct_self_eq_zero.mp
  rw [sum_dotProduct]
  exact Finset.sum_eq_zero fun i _ => horth i
```

## The tetrahedral cosine and the threefold relation

Setting `d := 3` gives the result for four bonds in space. It concerns the cosine; the angle in degrees follows by taking the inverse cosine.

```lean
/-- If four unit bond vectors in three-dimensional space have all six cosines equal to `c ≠ 1`,
then `c = -1/3`. -/
theorem tetrahedral_cosine (u : Fin 4 → Fin 3 → ℝ) (c : ℝ)
    (hu : ∀ i, u i ⬝ᵥ u i = 1) (hc : ∀ i j, i ≠ j → u i ⬝ᵥ u j = c) (h1 : c ≠ 1) :
    c = -1 / 3 := by
  have h := equal_cosine (d := 3) u c hu hc h1
  norm_num at h
  linarith
```

In the threefold case bond 0 is the axial one. The hypothesis `ha` gives its cosine with each of the others, and `hb` gives the mutual cosines of bonds 1, 2 and 3. After these values are substituted into the six-cosine relation, `hfac` is the factorisation found above, and `h1` allows the factor \((1-b)^2\) to be cancelled.

```lean
/-- If one of four unit bond vectors in three-dimensional space makes the cosine `a` with each of
the three others, and these three have mutual cosines `b ≠ 1`, then `1 + 2 b = 3 a ^ 2`. -/
theorem threefold_cosine_relation (u : Fin 4 → Fin 3 → ℝ) (a b : ℝ)
    (hu : ∀ i, u i ⬝ᵥ u i = 1) (ha : ∀ i, i ≠ 0 → u 0 ⬝ᵥ u i = a)
    (hb : ∀ i j, i ≠ 0 → j ≠ 0 → i ≠ j → u i ⬝ᵥ u j = b) (h1 : b ≠ 1) :
    1 + 2 * b = 3 * a ^ 2 := by
  have h := six_cosine_redundancy u hu
  rw [ha 1 (by decide), ha 2 (by decide), ha 3 (by decide),
    hb 1 2 (by decide) (by decide) (by decide), hb 1 3 (by decide) (by decide) (by decide),
    hb 2 3 (by decide) (by decide) (by decide)] at h
  unfold cosinePolynomial at h
  -- the redundancy factorises
  have hfac : (1 - b) ^ 2 * (1 + 2 * b - 3 * a ^ 2) = 0 := by linear_combination h
  have hne : (1 - b) ^ 2 ≠ 0 := pow_ne_zero 2 (sub_ne_zero.mpr (Ne.symm h1))
  have := (mul_eq_zero.mp hfac).resolve_left hne
  linarith
```

## Alternate corners of a cube

The tetrahedral arrangement exists, and a cube centred at the origin displays it. The vectors in `cubeCorner` have length \(\sqrt3\).

```lean
/-- Four alternate corners of a cube centred at the origin. -/
def cubeCorner : Fin 4 → Fin 3 → ℝ :=
  ![![1, 1, 1], ![1, -1, -1], ![-1, 1, -1], ![-1, -1, 1]]
```

Divided by \(\sqrt3\), they become unit vectors with pairwise cosines \(-1/3\), so they satisfy the hypotheses of `tetrahedral_cosine`. The proof computes all sixteen inner products of the unscaled vectors, which are 3 on the diagonal and \(-1\) elsewhere, and then multiplies by \(1/3\).

```lean
/-- The vectors to four alternate corners of a cube, scaled by `1/√3`, have unit length and
pairwise cosines `-1/3`. -/
theorem tetrahedral_cosine_witness (i j : Fin 4) :
    ((√3)⁻¹ • cubeCorner i) ⬝ᵥ ((√3)⁻¹ • cubeCorner j) = if i = j then 1 else -1 / 3 := by
  have key : cubeCorner i ⬝ᵥ cubeCorner j = if i = j then 3 else -1 := by
    fin_cases i <;> fin_cases j <;> norm_num [cubeCorner, dotProduct, Fin.sum_univ_succ]
  have h3 : (√3)⁻¹ * (√3)⁻¹ = (1 / 3 : ℝ) := by
    rw [← mul_inv, Real.mul_self_sqrt (by norm_num)]
    norm_num
  rw [smul_dotProduct, dotProduct_smul, key, smul_eq_mul, smul_eq_mul, ← mul_assoc, h3]
  split_ifs <;> norm_num

end

end BondAngleRedundancy
```

```lean
#print axioms BondAngleRedundancy.six_cosine_redundancy
-- 'BondAngleRedundancy.six_cosine_redundancy' depends on axioms: [propext, Classical.choice, Quot.sound]
#print axioms BondAngleRedundancy.equal_cosine_sum_eq_zero
-- 'BondAngleRedundancy.equal_cosine_sum_eq_zero' depends on axioms: [propext, Classical.choice, Quot.sound]
#print axioms BondAngleRedundancy.tetrahedral_cosine
-- 'BondAngleRedundancy.tetrahedral_cosine' depends on axioms: [propext, Classical.choice, Quot.sound]
#print axioms BondAngleRedundancy.threefold_cosine_relation
-- 'BondAngleRedundancy.threefold_cosine_relation' depends on axioms: [propext, Classical.choice, Quot.sound]
```

## Stating the result with angles

The bond vectors could also have been elements of `EuclideanSpace ℝ (Fin 3)`, Mathlib's type for space with the Euclidean norm. Unit length would then read `‖u i‖ = 1`. On the plain function type used here the norm is the largest absolute component, which is why the theorems express length through the dot product.

With that type the hypotheses could be phrased through `InnerProductGeometry.angle`, and the conclusion would be that a common nonzero angle equals \(\arccos(-1/3)\). This is closer to how a chemist describes the centre, and since the angle does not depend on bond lengths, the vectors would not have to be normalised. They would have to be assumed nonzero, however, because Mathlib assigns the angle \(\pi/2\) to any pair that contains a zero vector, and four zero vectors would then be a counterexample. The proof would also need a step from angles to cosines before the determinant could be used. The algebra after that step would be the same.
